# The number of orbits of a permutation of N slots fixes its exchange sign and the trace of its operator for n levels per slot

Put $N$ electrons into $n$ spin orbitals. An antisymmetric state can be built from a product of $N$ different spin orbitals by permuting the factors in every possible way and adding the results with their exchange signs. One way to count the independent states obtained in this way is to take the trace of the antisymmetrizer, defined in (j). It involves two numbers for each permutation: its sign, and the trace of the operator that permutes the factors. How much of the permutation do these numbers depend on?

Call the $N$ factors slots and let $g$ be a permutation of them. Two slots lie in the same orbit if repeated application of $g$ leads from one to the other. A fixed point is an orbit by itself. Let $c(g)$, or $c$ for short, be the number of orbits.

```lean
import Mathlib

open Equiv

namespace PermutationSignTrace

noncomputable section

variable {ι : Type*}

/-- The number of orbits of a permutation of the slots, fixed points included. If there are
infinitely many orbits, the value is 0 by convention. -/
def cycleCount (g : Perm ι) : ℕ :=
  Nat.card (Quotient (Perm.SameCycle.setoid g))
```

The type `ι` is the set of slots, and `Perm ι` is the set of its permutations. The relation "same cycle of $g$" divides the slots into classes, and `cycleCount g` is the number of classes.

A configuration $s$ assigns one of the $n$ levels to each slot, and a vector of the $N$-fold tensor power of $\mathbb{C}^n$ is given by its amplitudes $\psi(s)$. The permutation operator is defined by

$$(P_g\psi)(s)=\psi(s\circ g).$$

```lean
/-- The operator permuting the tensor factors, acting on the amplitudes `ψ s` of the
configurations `s`, which assign one of `n` levels to each slot. -/
def permOp (n : ℕ) (g : Perm ι) :
    ((ι → Fin n) → ℂ) →ₗ[ℂ] ((ι → Fin n) → ℂ) where
  toFun ψ := fun s => ψ (s ∘ g)
  map_add' _ _ := rfl
  map_smul' _ _ := rfl
```

In Lean a configuration is a function `ι → Fin n`. The tensor power is thus represented in its product basis, with finitely many levels. The operator acts on all amplitudes, not only on antisymmetric ones.

## (a) Two permutations in succession

**Task.** Show that the operators multiply in the same order as the permutations:

$$P_{gh}=P_gP_h.$$

**Solution.** Apply the definition twice:

$$(P_g(P_h\psi))(s)=(P_h\psi)(s\circ g)=\psi(s\circ g\circ h)=(P_{gh}\psi)(s).$$

Both sides unfold to the same expression in Lean, so `rfl` is the whole proof.

```lean
/-- Permutation operators compose as the permutations do. -/
theorem permOp_mul (n : ℕ) (g h : Perm ι) :
    permOp n (g * h) = permOp n g ∘ₗ permOp n h := rfl
```

## (b) Action on a product state

**Task.** Let slot $i$ carry the one-particle state $\varphi_i$. Show that $P_g$ moves this state to slot $g(i)$:

$$P_g\Big(\prod_i\varphi_i(s_i)\Big)=\prod_j\varphi_{g^{-1}(j)}(s_j).$$

**Solution.** By definition the left side is $\prod_i\varphi_i(s_{g(i)})$. Rename the factors by $j=g(i)$, so that $i=g^{-1}(j)$. The result is the right side.

The set of slots is finite from here on (`Fintype ι`), and `Fintype.prod_equiv` does the renaming.

```lean
variable [Fintype ι]

/-- On a product state the permutation operator moves the one-particle state in slot `i`
to slot `g i`. -/
theorem permOp_product (n : ℕ) (g : Perm ι) (φ : ι → Fin n → ℂ) :
    permOp n g (fun s => ∏ i, φ i (s i)) = fun s => ∏ j, φ (g.symm j) (s j) := by
  funext s
  exact Fintype.prod_equiv g _ _ (fun i => by simp)
```

## (c) A bound on the number of orbits

**Task.** Show that

$$c(g)\le N.$$

**Solution.** Send each slot to its orbit. Every orbit contains a slot, so this map reaches all orbits, and there cannot be more orbits than slots.

In Lean, $N$ is `Fintype.card ι`, and the map is `Quotient.mk`.

```lean
/-- A permutation has at most as many orbits as there are slots. -/
theorem cycleCount_le (g : Perm ι) : cycleCount g ≤ Fintype.card ι := by
  let _ := Fintype.ofFinite (Quotient (Perm.SameCycle.setoid g))
  rw [cycleCount, Nat.card_eq_fintype_card]
  exact Fintype.card_le_of_surjective (Quotient.mk (Perm.SameCycle.setoid g))
    (fun q => Quotient.exists_rep q)
```

## (d) Orbits, moved slots and nontrivial cycles

**Task.** Let $m$ be the number of slots that $g$ moves and $k$ the number of its cycles of length at least two. Show that

$$c+m=N+k.$$

**Solution.** An orbit is either a nontrivial cycle or a single fixed point. There are $N-m$ fixed points, so $c=k+(N-m)$. Adding $m$ gives the claim.

In Lean, $m$ is `g.support.card` and $k$ is `g.cycleType.card`. The proof chooses a slot `p c` on every nontrivial cycle (here `c` names a cycle, not the orbit number) and defines a map `F` from nontrivial cycles and fixed points to orbits. Four cases show that `F` is injective: two cycles in the same orbit coincide, two fixed points in the same orbit coincide, and a cycle never shares an orbit with a fixed point. Surjectivity follows by asking whether a given slot is moved. The remaining counts are combined by `omega`.

```lean
variable [DecidableEq ι]

/-- The number of orbits plus the number of moved slots equals the number of slots plus
the number of nontrivial cycles. -/
theorem cycleCount_add_support (g : Perm ι) :
    cycleCount g + g.support.card = Fintype.card ι + g.cycleType.card := by
  -- choose a slot on every nontrivial cycle
  have hne : ∀ c : {c // c ∈ g.cycleFactorsFinset}, ∃ x, x ∈ c.1.support := fun c => by
    obtain ⟨x, hx, _⟩ := (Perm.mem_cycleFactorsFinset_iff.1 c.2).1
    exact ⟨x, Perm.mem_support.2 hx⟩
  choose p hp using hne
  have hcyc : ∀ c, c.1 = g.cycleOf (p c) := fun c => Perm.cycle_is_cycleOf (hp c) c.2
  have hmove : ∀ c, g (p c) ≠ p c := fun c =>
    Perm.mem_support.1 (Perm.mem_cycleFactorsFinset_support_le c.2 (hp c))
  have key : ∀ a b, Quotient.mk (Perm.SameCycle.setoid g) a = Quotient.mk _ b →
      g.SameCycle a b := fun a b h => Quotient.exact h
  let F : {c // c ∈ g.cycleFactorsFinset} ⊕ {x // g x = x} →
      Quotient (Perm.SameCycle.setoid g) :=
    Sum.elim (fun c => Quotient.mk _ (p c)) (fun x => Quotient.mk _ x.1)
  -- orbits are nontrivial cycles or fixed points
  have hF : Function.Bijective F := by
    constructor
    · rintro (c | x) (d | y) h
      · have h' := key (p c) (p d) h
        exact congrArg Sum.inl (Subtype.ext (by rw [hcyc c, hcyc d, h'.cycleOf_eq]))
      · have h' := key (p c) y.1 h
        exact absurd (h'.apply_eq_self_iff.2 y.2) (hmove c)
      · have h' := key x.1 (p d) h
        exact absurd (h'.apply_eq_self_iff.1 x.2) (hmove d)
      · have h' := key x.1 y.1 h
        exact congrArg Sum.inr (Subtype.ext (h'.eq_of_left x.2))
    · intro q
      obtain ⟨x, rfl⟩ := Quotient.exists_rep q
      by_cases hx : g x = x
      · exact ⟨Sum.inr ⟨x, hx⟩, rfl⟩
      · let c : {c // c ∈ g.cycleFactorsFinset} :=
          ⟨g.cycleOf x, Perm.cycleOf_mem_cycleFactorsFinset_iff.2 (Perm.mem_support.2 hx)⟩
        have hc : g.SameCycle x (p c) := (Perm.mem_support_cycleOf_iff.1 (hp c)).1
        exact ⟨Sum.inl c, Quotient.sound hc.symm⟩
  have h1 : g.cycleFactorsFinset.card + Fintype.card {x // g x = x} = cycleCount g := by
    have h := Nat.card_congr (Equiv.ofBijective F hF)
    rw [Nat.card_sum, Nat.card_eq_fintype_card, Nat.card_eq_fintype_card,
      Fintype.card_coe] at h
    exact h
  have h2 : g.support.card = Fintype.card {x // ¬ g x = x} := by
    rw [Fintype.card_subtype]
    congr 1
  have h3 := Fintype.card_subtype_compl (fun x => g x = x)
  have h4 := Fintype.card_subtype_le (fun x => g x = x)
  have h5 : g.cycleType.card = g.cycleFactorsFinset.card := by
    rw [Perm.cycleType_def, Multiset.card_map]
    rfl
  omega
```

## (e) The exchange sign

**Task.** Show that

$$\operatorname{sign}(g)=(-1)^{N-c}.$$

**Solution.** A cycle of length $\ell$ is a product of $\ell-1$ transpositions and has sign $(-1)^{\ell-1}$. The lengths of the nontrivial cycles add up to $m$, so

$$\operatorname{sign}(g)=(-1)^{m-k}=(-1)^{m+k}.$$

By (d), $m+k=(N-c)+2k$, and the even term $2k$ does not affect the sign.

Lean takes the formula with exponent $m+k$ from `Perm.sign_of_cycleType` and then splits off the even part. The bound in (c) ensures that the natural-number subtraction $N-c$ is the ordinary one.

```lean
/-- The exchange sign of a permutation of `N` slots with `c` orbits is `(-1)^(N-c)`. -/
theorem sign_eq_neg_one_pow (g : Perm ι) :
    Perm.sign g = (-1) ^ (Fintype.card ι - cycleCount g) := by
  have h := cycleCount_add_support g
  have hle := cycleCount_le g
  have e : g.support.card + g.cycleType.card =
      (Fintype.card ι - cycleCount g) + 2 * g.cycleType.card := by omega
  rw [Perm.sign_of_cycleType, Perm.sum_cycleType, e, pow_add, pow_mul]
  simp
```

## (f) Configurations that the permutation leaves unchanged

**Task.** Show that

$$\#\{s: s\circ g=s\}=n^c.$$

**Solution.** The condition says $s_{g(x)}=s_x$ for every slot $x$. Repeating it shows that $s$ has the same level all along an orbit. Conversely, a configuration that is constant on orbits satisfies the condition, because $x$ and $g(x)$ share an orbit. One level is chosen freely for each of the $c$ orbits, which gives $n^c$ configurations.

In the proof, `hconst` is the first half. It uses induction for positive powers of $g$ and reduces negative powers to positive ones. The equivalence `e` then identifies invariant configurations with functions from orbits to levels.

```lean
omit [DecidableEq ι] in
/-- Exactly `n^c` configurations are left unchanged by a permutation with `c` orbits. -/
theorem card_invariant (n : ℕ) (g : Perm ι) :
    Nat.card {s : ι → Fin n // s ∘ g = s} = n ^ cycleCount g := by
  -- an invariant configuration is constant along each cycle
  have hconst : ∀ s : ι → Fin n, s ∘ g = s → ∀ a b, g.SameCycle a b → s a = s b := by
    intro s hs a b hab
    have hnat : ∀ (k : ℕ) (x : ι), s ((g ^ k) x) = s x := by
      intro k
      induction k with
      | zero => intro x; rfl
      | succ k ih =>
        intro x
        rw [pow_succ, Perm.mul_apply, ih]
        exact congrFun hs x
    obtain ⟨i, rfl⟩ := hab
    obtain ⟨k, rfl | rfl⟩ := i.eq_nat_or_neg
    · rw [zpow_natCast, hnat]
    · have e : (g ^ k) ((g ^ (-(k : ℤ))) a) = a := by
        rw [← Perm.mul_apply, zpow_neg, zpow_natCast, mul_inv_cancel, Perm.one_apply]
      have h := hnat k ((g ^ (-(k : ℤ))) a)
      rwa [e] at h
  let e : {s : ι → Fin n // s ∘ g = s} ≃
      (Quotient (Perm.SameCycle.setoid g) → Fin n) :=
    { toFun := fun s => Quotient.lift s.1 (fun a b h => hconst s.1 s.2 a b h)
      invFun := fun t => ⟨fun x => t (Quotient.mk _ x), funext fun x =>
        congrArg t (Quotient.sound (Perm.sameCycle_apply_left.2 (Perm.SameCycle.refl g x)))⟩
      left_inv := fun _ => rfl
      right_inv := fun t => funext fun q => Quotient.inductionOn q fun _ => rfl }
  rw [Nat.card_congr e, Nat.card_fun, Nat.card_eq_fintype_card (α := Fin n),
    Fintype.card_fin, cycleCount]
```

## (g) The trace

**Task.** Show that

$$\operatorname{Tr}P_g=n^c.$$

**Solution.** Let $e_t$ be the basis vector with amplitude one at the configuration $t$ and zero elsewhere. Then $(P_ge_t)(s)=\delta_{s\circ g,\,t}$. The diagonal element at $t=s$ is one if $s\circ g=s$ and zero otherwise. The trace therefore counts the invariant configurations, and (f) gives their number.

The statement `hd` computes the diagonal elements, and `Finset.sum_boole` turns their sum into a count.

```lean
/-- The operator permuting the factors of the tensor power of `ℂⁿ` has trace `n^c`, with
`c` the number of orbits of the permutation. -/
theorem trace_permOp (n : ℕ) (g : Perm ι) :
    LinearMap.trace ℂ _ (permOp n g) = (n : ℂ) ^ cycleCount g := by
  rw [LinearMap.trace_eq_matrix_trace ℂ (Pi.basisFun ℂ (ι → Fin n)), Matrix.trace]
  -- a diagonal element is one for an invariant configuration and zero otherwise
  have hd : ∀ s, (LinearMap.toMatrix (Pi.basisFun ℂ (ι → Fin n))
      (Pi.basisFun ℂ (ι → Fin n)) (permOp n g)).diag s = if s ∘ g = s then 1 else 0 := by
    intro s
    simp [permOp, Pi.single_apply]
  rw [Finset.sum_congr rfl (fun s _ => hd s), Finset.sum_boole, ← Fintype.card_subtype,
    ← Nat.card_eq_fintype_card, card_invariant, Nat.cast_pow]
```

## (h) What the orbit number determines

**Task.** Let $g$ and $h$ permute the same slots. Show that

$$c(g)=c(h)\ \Rightarrow\ \operatorname{sign}(g)=\operatorname{sign}(h)\ \text{ and }\ \operatorname{Tr}P_g=\operatorname{Tr}P_h,$$

and that for $n\ge2$

$$\operatorname{Tr}P_g=\operatorname{Tr}P_h\ \Rightarrow\ c(g)=c(h).$$

**Solution.** The first statement follows by inserting equal orbit numbers into (e) and (g). For the second, $n^{c(g)}=n^{c(h)}$ forces equal exponents when $n\ge2$. With a single level every trace is one, and the trace cannot tell permutations apart.

Lean moves the equality of traces from complex to natural numbers with `exact_mod_cast` and uses the injectivity of $c\mapsto n^c$.

```lean
/-- Permutations of the same slots with equally many orbits have the same exchange sign
and the same trace; for at least two levels, equal traces force equal orbit numbers. -/
theorem sign_trace_determined (n : ℕ) (g h : Perm ι) :
    (cycleCount g = cycleCount h → Perm.sign g = Perm.sign h ∧
      LinearMap.trace ℂ _ (permOp n g) = LinearMap.trace ℂ _ (permOp n h)) ∧
    (2 ≤ n → LinearMap.trace ℂ _ (permOp n g) = LinearMap.trace ℂ _ (permOp n h) →
      cycleCount g = cycleCount h) := by
  rw [trace_permOp, trace_permOp, sign_eq_neg_one_pow, sign_eq_neg_one_pow]
  refine ⟨fun e => by simp [e], fun hn e => ?_⟩
  have e' : n ^ cycleCount g = n ^ cycleCount h := by exact_mod_cast e
  exact Nat.pow_right_injective hn e'
```

## (i) Exchange of two particles

**Task.** Let $g$ exchange two different slots $i$ and $j$ and fix all others. Show that

$$\operatorname{Tr}P_g=n^{N-1}.$$

**Solution.** Two slots are moved and there is one nontrivial cycle, so (d) reads $c+2=N+1$. Hence $c=N-1$, and (g) gives the trace. For two spins one half, $N=n=2$ and the trace is $2$: the three triplet states contribute $+1$ each and the singlet contributes $-1$.

The hypothesis `hij` says that the slots differ. It supplies both counts for (d).

```lean
/-- The operator exchanging two different slots out of `N` has trace `n^(N-1)`. -/
theorem trace_exchange (n : ℕ) {i j : ι} (hij : i ≠ j) :
    LinearMap.trace ℂ _ (permOp n (swap i j)) = (n : ℂ) ^ (Fintype.card ι - 1) := by
  have h := cycleCount_add_support (swap i j)
  rw [(Perm.isCycle_swap hij).cycleType, Multiset.card_singleton,
    Perm.card_support_swap hij] at h
  have e : cycleCount (swap i j) = Fintype.card ι - 1 := by omega
  rw [trace_permOp, e]
```

## (j) The antisymmetrizer

The antisymmetrizer averages the permutation operators with their exchange signs:

$$A=\frac1{N!}\sum_g\operatorname{sign}(g)\,P_g.$$

```lean
/-- The antisymmetrizer: the average of all permutation operators weighted by their
exchange signs. -/
def antisymmetrizer (ι : Type*) [Fintype ι] [DecidableEq ι] (n : ℕ) :
    ((ι → Fin n) → ℂ) →ₗ[ℂ] ((ι → Fin n) → ℂ) :=
  ((Fintype.card ι).factorial : ℂ)⁻¹ •
    ∑ g : Perm ι, ((Perm.sign g : ℤ) : ℂ) • permOp n g
```

**Task.** Show that

$$\operatorname{Tr}A=\frac1{N!}\sum_g(-1)^{N-c(g)}\,n^{c(g)}.$$

**Solution.** The trace is linear, so it can be taken term by term. Insert (e) for the sign and (g) for the trace of $P_g$.

For $N=2$ the identity has two orbits and the exchange has one, which gives $\operatorname{Tr}A=(n^2-n)/2$. This is the number of two-electron Slater determinants in a finite set of $n$ spin orbitals. Reading the trace as a dimension for general $N$ uses the further fact that $A$ is a projector, which the file does not prove.

The Lean proof follows the same route: `map_smul` and `map_sum` express linearity, and the two formulas are then rewritten under the sum.

```lean
/-- The trace of the antisymmetrizer is the average of `(-1)^(N-c) n^c` over all
permutations, with `c` the number of orbits of each. -/
theorem trace_antisymmetrizer (n : ℕ) :
    LinearMap.trace ℂ _ (antisymmetrizer ι n) = ((Fintype.card ι).factorial : ℂ)⁻¹ *
      ∑ g : Perm ι, (-1) ^ (Fintype.card ι - cycleCount g) * (n : ℂ) ^ cycleCount g := by
  rw [antisymmetrizer, map_smul, map_sum, smul_eq_mul]
  congr 1
  refine Finset.sum_congr rfl fun g _ => ?_
  rw [map_smul, trace_permOp, sign_eq_neg_one_pow, smul_eq_mul]
  simp

end

end PermutationSignTrace
```

```lean
#print axioms PermutationSignTrace.permOp_product
#print axioms PermutationSignTrace.sign_trace_determined
#print axioms PermutationSignTrace.trace_exchange
#print axioms PermutationSignTrace.trace_antisymmetrizer
```

```
'PermutationSignTrace.permOp_product' depends on axioms: [propext, Classical.choice, Quot.sound]
'PermutationSignTrace.sign_trace_determined' depends on axioms: [propext, Classical.choice, Quot.sound]
'PermutationSignTrace.trace_exchange' depends on axioms: [propext, Classical.choice, Quot.sound]
'PermutationSignTrace.trace_antisymmetrizer' depends on axioms: [propext, Classical.choice, Quot.sound]
```

## The same average without signs

For bosons the symmetrizer $S=\frac1{N!}\sum_gP_g$ takes the place of $A$. Linearity and (g) give

$$\operatorname{Tr}S=\frac1{N!}\sum_g n^{c(g)}.$$

For $N=2$ this is $(n^2+n)/2$, the number of ways to place two bosons in $n$ levels.
